# Second-order energy shift of a harmonic oscillator with a cubic perturbation

## Oscillator, units and the claim

A particle of mass m in a harmonic well of angular frequency ω is subject to an additional potential λX³, where X is its displacement. Energies are measured in ħω and lengths in √(ħ/(mω)), so the perturbation becomes g x³ with g = λ(ħ/(mω))^(3/2)/(ħω). Let a be the lowering operator and b the raising operator, usually written a†. They satisfy

⟨a u, w⟩ = ⟨u, b w⟩,  ab − ba = 1,

the second relation being the canonical commutation relation in ladder form. Put N = ba and

x = (a + b)/√2,  H(g) = N + 1/2 + g x³.

Let v be a unit vector with N v = n v. Inserting v + g w + … into the eigenvalue equation gives a first-order energy ⟨v, x³v⟩, which vanishes because x³v has no component at level n, as shown below. The first-order state w therefore obeys

(N − n) w = −x³v,

and the coefficient of g² in the energy is ⟨v, x³w⟩. The claim is that this equation has a solution, and that every solution gives

⟨v, x³w⟩ = −(30n² + 30n + 11)/8.

## Derivation with ladder operators

Suppose N u = p u. The commutation relation gives ab u = (p + 1)u, and hence

N(a u) = (p − 1) a u,  N(b u) = (p + 1) b u.

If also N w = q w, then p⟨u, w⟩ = ⟨N u, w⟩ = ⟨u, N w⟩ = q⟨u, w⟩, so vectors of different levels are orthogonal.

Next, expand the cube on v:

(a + b)²v = a²v + (2n + 1)v + b²v.

Applying a + b once more produces the mixed terms ba²v = (n − 1)av and ab²v = (n + 2)bv. Collecting terms,

x³v = (a³v + 3n av + 3(n + 1) bv + b³v)/(2√2).

The four components have levels n − 3, n − 1, n + 1 and n + 3, on which N − n acts as −3, −1, 1 and 3. Dividing by these numbers and changing the sign gives a solution

r = −(−a³v/3 − 3n av + 3(n + 1) bv + b³v/3)/(2√2).

For any other solution w, the symmetry of x³ and N gives

⟨v, x³w⟩ = ⟨x³v, w⟩ = −⟨(N − n)r, w⟩ = −⟨r, (N − n)w⟩ = ⟨r, x³v⟩.

The shift is therefore the same for all solutions. The components are not normalised; their squared norms are

‖av‖² = n,  ‖a³v‖² = n(n − 1)(n − 2),
‖bv‖² = n + 1,  ‖b³v‖² = (n + 1)(n + 2)(n + 3).

By orthogonality,

⟨r, x³v⟩ = −(1/8)[9(n + 1)³ − 9n³ + ((n + 1)(n + 2)(n + 3) − n(n − 1)(n − 2))/3]
= −(1/8)[(27n² + 27n + 9) + (3n² + 3n + 2)]
= −(30n² + 30n + 11)/8.

In the ground state, n = 0, the lowered components vanish. With normalised states |1⟩ and |3⟩ the matrix elements of x³ are 3/(2√2) and √3/2, and the shift is −(9/8)/1 − (3/4)/3 = −11/8.

## Operators on a space of number states

In Lean, `E` is a complex inner product space, not an energy, and `Module.End ℂ E` is the type of linear maps defined on all of it. The span of the number states is the intended example. The level `n` is a real number; the usual lowering argument restricts it to 0, 1, 2, …, but the proofs do not need this.

```lean
import Mathlib

open scoped InnerProductSpace

/-! Second-order energy shift of a harmonic oscillator with a cubic perturbation, in units
where the level spacing is one. The space need not be complete, so finite combinations of
number states are admitted; the construction of that space is left out here. -/

namespace CubicAnharmonicOscillator

noncomputable section

variable {E : Type*} [NormedAddCommGroup E] [InnerProductSpace ℂ E]
variable {a b : Module.End ℂ E} {n p q g : ℝ} {u v w : E}
```

The structure `IsLadderPair` contains the two relations assumed of a and b. Truncated matrices cannot satisfy the second one, since a commutator of finite matrices has trace zero.

The oscillator could also have been modelled by unbounded operators on a complete Hilbert space. The algebra would be the same, but v and w would need domain conditions. The solutions w would still be finite sums of number states, since they differ from r only by multiples of v.

```lean
/-- Ladder operators: `a` and `b` are mutually adjoint and `ab - ba = 1`. -/
structure IsLadderPair (a b : Module.End ℂ E) : Prop where
  adj : ∀ u w : E, ⟪a u, w⟫_ℂ = ⟪u, b w⟫_ℂ
  comm : ∀ u : E, a (b u) - b (a u) = u
```

The next two definitions are x and H(g). The nested coercions turn the real number 1/√2 into a complex scalar.

```lean
/-- The dimensionless position operator `x = (a + b)/√2`. -/
def position (a b : Module.End ℂ E) : Module.End ℂ E :=
  (((√(2 : ℝ))⁻¹ : ℝ) : ℂ) • (a + b)

/-- The oscillator Hamiltonian with a cubic term, `H(g) = ba + 1/2 + g x³`. -/
def hamiltonian (a b : Module.End ℂ E) (g : ℝ) : Module.End ℂ E :=
  b * a + (1 / 2 : ℂ) • (1 : Module.End ℂ E) + (g : ℂ) • position a b ^ 3
```

The vector r of the derivation is called `response`.

```lean
/-- A combination of `a³v`, `av`, `bv` and `b³v`, the candidate for the first-order
correction to the state `v` of level `n`. -/
def response (a b : Module.End ℂ E) (n : ℝ) (v : E) : E :=
  ((-(√(2 : ℝ))⁻¹ ^ 3 : ℝ) : ℂ) • (((-1 / 3 : ℝ) : ℂ) • a (a (a v))
    + ((-3 * n : ℝ) : ℂ) • a v + ((3 * (n + 1) : ℝ) : ℂ) • b v
    + ((1 / 3 : ℝ) : ℂ) • b (b (b v)))
```

## Levels, orthogonality and the action of x³

The structure states adjointness in one direction; conjugating the inner product gives the other.

```lean
/-- For ladder operators, `b` can be moved across the inner product as `a`. -/
theorem IsLadderPair.adj_raise (h : IsLadderPair a b) (u w : E) :
    ⟪b u, w⟫_ℂ = ⟪u, a w⟫_ℂ :=
  (inner_conj_symm (b u) w).symm.trans (by rw [← h.adj, inner_conj_symm])
```

The relation ab u = (p + 1)u and the two level shifts follow from the commutator. The tactic `linear_combination (norm := module)` does the vector algebra.

```lean
/-- For ladder operators, a state with `ba u = p u` satisfies `ab u = (p + 1) u`. -/
theorem antinormal (h : IsLadderPair a b) (hu : b (a u) = (p : ℂ) • u) :
    a (b u) = ((p + 1 : ℝ) : ℂ) • u := by
  have e := h.comm u
  rw [hu] at e
  push_cast
  linear_combination (norm := module) e

/-- For ladder operators and `ba u = p u`, the operator `ba` multiplies `a u` by `p - 1`
and `b u` by `p + 1`. -/
theorem ladder_levels (h : IsLadderPair a b) (hu : b (a u) = (p : ℂ) • u) :
    b (a (a u)) = ((p - 1 : ℝ) : ℂ) • a u ∧ b (a (b u)) = ((p + 1 : ℝ) : ℂ) • b u := by
  constructor
  · have e := h.comm (a u)
    rw [hu, map_smul] at e
    push_cast
    linear_combination (norm := module) (-1 : ℂ) • e
  · rw [antinormal h hu, map_smul]
```

Orthogonality is proved by contradiction: if ⟨u, w⟩ were nonzero, it could be cancelled from p⟨u, w⟩ = q⟨u, w⟩. The lemma also admits zero vectors, which is needed when lowering ends at the ground state.

```lean
/-- For ladder operators, eigenvectors of `ba` with different real eigenvalues are
orthogonal. -/
theorem levels_orthogonal (h : IsLadderPair a b) (hu : b (a u) = (p : ℂ) • u)
    (hw : b (a w) = (q : ℂ) • w) (hpq : p ≠ q) : ⟪u, w⟫_ℂ = 0 := by
  have s : ⟪b (a u), w⟫_ℂ = ⟪u, b (a w)⟫_ℂ := by rw [h.adj_raise, h.adj]
  rw [hu, hw, inner_smul_left, inner_smul_right, Complex.conj_ofReal] at s
  by_contra h0
  exact hpq (Complex.ofReal_injective (mul_right_cancel₀ h0 s))
```

Symmetry is shown first for x and then applied three times.

```lean
/-- For ladder operators, the cubic perturbation `x³` is symmetric. -/
theorem position_cube_symm (h : IsLadderPair a b) (u w : E) :
    ⟪(position a b ^ 3) u, w⟫_ℂ = ⟪u, (position a b ^ 3) w⟫_ℂ := by
  have s : ∀ y z : E, ⟪position a b y, z⟫_ℂ = ⟪y, position a b z⟫_ℂ := by
    intro y z
    simp only [position, LinearMap.smul_apply, LinearMap.add_apply, inner_smul_left,
      inner_smul_right, inner_add_left, inner_add_right, Complex.conj_ofReal, h.adj,
      h.adj_raise]
    ring
  simp only [pow_three, Module.End.mul_apply, s]
```

The expansion of x³v uses the product relations for v, av and bv, after which `module` collects the coefficients 3n and 3(n + 1).

```lean
/-- For ladder operators and `ba v = n v`, the cubic perturbation gives
`x³v = (a³v + 3n av + 3(n+1) bv + b³v)/√2³`. -/
theorem cubic_action (h : IsLadderPair a b) (hv : b (a v) = (n : ℂ) • v) :
    (position a b ^ 3) v = (((√(2 : ℝ))⁻¹ ^ 3 : ℝ) : ℂ) • (a (a (a v))
      + ((3 * n : ℝ) : ℂ) • a v + ((3 * (n + 1) : ℝ) : ℂ) • b v + b (b (b v))) := by
  have h2 := antinormal h hv
  have h3 := (ladder_levels h hv).1
  have h4 := antinormal h (ladder_levels h hv).2
  simp only [position, pow_three, Module.End.mul_apply, LinearMap.smul_apply,
    LinearMap.add_apply, map_add, map_smul, hv, h2, h3, h4]
  push_cast
  module
```

To verify that r solves the first-order equation, the proof finds the levels of all four components, applies N − n and compares with the expansion.

```lean
/-- For ladder operators and `ba v = n v`, the vector `response a b n v` solves the
first-order perturbation equation `(ba - n) w = -x³v`. -/
theorem response_solves (h : IsLadderPair a b) (hv : b (a v) = (n : ℂ) • v) :
    b (a (response a b n v)) - (n : ℂ) • response a b n v = -((position a b ^ 3) v) := by
  have hA := (ladder_levels h hv).1
  have hB := (ladder_levels h hv).2
  have hA3 := (ladder_levels h (ladder_levels h hA).1).1
  have hB3 := (ladder_levels h (ladder_levels h hB).2).2
  rw [cubic_action h hv]
  simp only [response, map_add, map_smul, hA, hB, hA3, hB3]
  push_cast
  module
```

## The shift for every first-order solution

The main theorem assumes a ladder pair `h`, the normalisation `hn` and the level equation `hv`. Its conclusion has two parts: a solution exists, and every solution gives the stated number. Nondegeneracy of the level is not assumed.

In the proof, `key` is the symmetry argument that replaces w by r. The facts `o1` to `o6` are the six orthogonality relations among the components. The local statements `lo` and `up` give the squared norms after one lowering or raising step; there the letter `r` denotes a level, not the response vector. Finally, `hc` evaluates (1/√2)⁶ as 1/8, and `linear_combination` checks the polynomial identity.

```lean
/-- For ladder operators and a unit vector `v` with `ba v = n v`, the first-order equation
`(ba - n) w = -x³v` is solvable, and every solution gives the second-order shift
`⟨v, x³w⟩ = -(30n² + 30n + 11)/8`. -/
theorem cubic_second_order_shift (h : IsLadderPair a b) (hn : ‖v‖ = 1)
    (hv : b (a v) = (n : ℂ) • v) :
    (∃ w, b (a w) - (n : ℂ) • w = -((position a b ^ 3) v)) ∧
    ∀ w, b (a w) - (n : ℂ) • w = -((position a b ^ 3) v) →
      ⟪v, (position a b ^ 3) w⟫_ℂ = ((-(30 * n ^ 2 + 30 * n + 11) / 8 : ℝ) : ℂ) := by
  refine ⟨⟨_, response_solves h hv⟩, fun w hw => ?_⟩
  -- symmetry replaces the arbitrary solution by the explicit one
  have key : ⟪v, (position a b ^ 3) w⟫_ℂ
      = ⟪response a b n v, (position a b ^ 3) v⟫_ℂ := by
    have hr := response_solves h hv
    generalize response a b n v = r at hr ⊢
    have s : ⟪b (a r), w⟫_ℂ = ⟪r, b (a w)⟫_ℂ := by rw [h.adj_raise, h.adj]
    have e1 : (position a b ^ 3) v = (n : ℂ) • r - b (a r) := by
      linear_combination (norm := module) hr
    have e2 : (position a b ^ 3) v = (n : ℂ) • w - b (a w) := by
      linear_combination (norm := module) hw
    rw [← position_cube_symm h]
    calc ⟪(position a b ^ 3) v, w⟫_ℂ = ⟪(n : ℂ) • r - b (a r), w⟫_ℂ := by rw [e1]
      _ = ⟪r, (n : ℂ) • w - b (a w)⟫_ℂ := by
        rw [inner_sub_left, inner_sub_right, s, inner_smul_left, inner_smul_right,
          Complex.conj_ofReal]
      _ = ⟪r, (position a b ^ 3) v⟫_ℂ := by rw [e2]
  -- the four components have different levels
  have hA := (ladder_levels h hv).1
  have hB := (ladder_levels h hv).2
  have hA2 := (ladder_levels h hA).1
  have hB2 := (ladder_levels h hB).2
  have hA3 := (ladder_levels h hA2).1
  have hB3 := (ladder_levels h hB2).2
  have o1 := levels_orthogonal h hA3 hA (by intro e; linarith)
  have o2 := levels_orthogonal h hA3 hB (by intro e; linarith)
  have o3 := levels_orthogonal h hA3 hB3 (by intro e; linarith)
  have o4 := levels_orthogonal h hA hB (by intro e; linarith)
  have o5 := levels_orthogonal h hA hB3 (by intro e; linarith)
  have o6 := levels_orthogonal h hB hB3 (by intro e; linarith)
  -- their squared norms follow from the ladder relations
  have hvv : ⟪v, v⟫_ℂ = 1 := by rw [inner_self_eq_norm_sq_to_K, hn]; simp
  have lo : ∀ (r : ℝ) (y : E), b (a y) = (r : ℂ) • y →
      ⟪a y, a y⟫_ℂ = r * ⟪y, y⟫_ℂ := by
    intro r y hy
    rw [h.adj, hy, inner_smul_right]
  have up : ∀ (r : ℝ) (y : E), b (a y) = (r : ℂ) • y →
      ⟪b y, b y⟫_ℂ = ((r + 1 : ℝ) : ℂ) * ⟪y, y⟫_ℂ := by
    intro r y hy
    rw [h.adj_raise, antinormal h hy, inner_smul_right]
  have hc : (((√(2 : ℝ))⁻¹ : ℝ) : ℂ) ^ 6 = 1 / 8 := by
    have e : ((√(2 : ℝ))⁻¹) ^ 6 = 1 / 8 := by
      rw [inv_pow, show √(2 : ℝ) ^ 6 = (√(2 : ℝ) ^ 2) ^ 3 by ring,
        Real.sq_sqrt (by norm_num)]
      norm_num
    rw [← Complex.ofReal_pow, e]
    norm_num
  rw [key, cubic_action h hv]
  simp only [response, inner_add_left, inner_add_right, inner_smul_left, inner_smul_right,
    Complex.conj_ofReal, o1, o2, o3, o4, o5, o6, inner_eq_zero_symm.1 o1,
    inner_eq_zero_symm.1 o2, inner_eq_zero_symm.1 o3, inner_eq_zero_symm.1 o4,
    inner_eq_zero_symm.1 o5, inner_eq_zero_symm.1 o6, lo _ _ hA2, lo _ _ hA, lo _ _ hv,
    up _ _ hB2, up _ _ hB, up _ _ hv, hvv]
  push_cast at hc ⊢
  linear_combination (-(30 * (n : ℂ) ^ 2 + 30 * n + 11)) * hc
```

What the hypotheses leave open is the step from this coefficient to an energy level of the perturbed particle. For g ≠ 0 the cubic potential is unbounded below on the full line, so the cubic form can serve only as a local approximation to a stable well. In such a well the quartic term of the potential generally shifts the levels at the same order, and its contribution has to be added.

## Projected energy and level spacing

If w is also orthogonal to v, the first-order equation gives

H(g)(v + g w) = (n + 1/2)(v + g w) + g² x³w.

Taking the inner product with v yields n + 1/2 − g²(30n² + 30n + 11)/8 for every real g. The vector r meets the orthogonality condition, because none of its components has level n. For g ≠ 0 this projected energy differs from the expectation value of H(g) in the state v + g w. The Lean proof establishes the displayed equation as `e` and then inserts the main theorem.

```lean
/-- For ladder operators, a unit vector `v` with `ba v = n v` and a first-order correction
`w` orthogonal to `v`, the projected energy `⟨v, H(g)(v + g w)⟩` is
`n + 1/2 - g²(30n² + 30n + 11)/8`. -/
theorem projected_energy (h : IsLadderPair a b) (hn : ‖v‖ = 1)
    (hv : b (a v) = (n : ℂ) • v)
    (hw : b (a w) - (n : ℂ) • w = -((position a b ^ 3) v)) (hvw : ⟪v, w⟫_ℂ = 0) :
    ⟪v, hamiltonian a b g (v + (g : ℂ) • w)⟫_ℂ
      = ((n + 1 / 2 - g ^ 2 * (30 * n ^ 2 + 30 * n + 11) / 8 : ℝ) : ℂ) := by
  -- the corrected state solves the eigenvalue equation up to order g²
  have e : hamiltonian a b g (v + (g : ℂ) • w) = ((n : ℂ) + 1 / 2) • (v + (g : ℂ) • w)
      + ((g : ℂ) ^ 2) • (position a b ^ 3) w := by
    simp only [hamiltonian, LinearMap.add_apply, LinearMap.smul_apply,
      Module.End.mul_apply, Module.End.one_apply, map_add, map_smul, hv]
    linear_combination (norm := module) (g : ℂ) • hw
  have hvv : ⟪v, v⟫_ℂ = 1 := by rw [inner_self_eq_norm_sq_to_K, hn]; simp
  have hE := (cubic_second_order_shift h hn hv).2 w hw
  rw [e]
  simp only [inner_add_right, inner_smul_right, hvw, hvv, hE]
  push_cast
  ring
```

For neighbouring levels n and n + 1, subtracting the two shifts gives

−(30[(n + 1)² − n²] + 30)/8 = −15(n + 1)/2.

Through second order the spacing is thus 1 − 15g²(n + 1)/2, which decreases with n. Vibrational perturbation theory for molecules includes such cubic contributions to anharmonic frequencies; the model here has a single mode and no quartic term. In the theorem, `u` is the unit vector of level n + 1 and `y` is its first-order correction.

```lean
/-- For ladder operators and unit vectors `v`, `u` of levels `n` and `n + 1` with first-order
corrections `w`, `y`, the second-order shifts differ by `-15(n + 1)/2`. -/
theorem transition_shift (h : IsLadderPair a b) {y : E} (hn : ‖v‖ = 1) (hm : ‖u‖ = 1)
    (hv : b (a v) = (n : ℂ) • v) (hu : b (a u) = ((n + 1 : ℝ) : ℂ) • u)
    (hw : b (a w) - (n : ℂ) • w = -((position a b ^ 3) v))
    (hy : b (a y) - ((n + 1 : ℝ) : ℂ) • y = -((position a b ^ 3) u)) :
    ⟪u, (position a b ^ 3) y⟫_ℂ - ⟪v, (position a b ^ 3) w⟫_ℂ
      = ((-(15 * (n + 1) / 2) : ℝ) : ℂ) := by
  rw [(cubic_second_order_shift h hm hu).2 y hy, (cubic_second_order_shift h hn hv).2 w hw]
  push_cast
  ring

end

end CubicAnharmonicOscillator
```

```lean
#print axioms CubicAnharmonicOscillator.cubic_second_order_shift
#print axioms CubicAnharmonicOscillator.projected_energy
#print axioms CubicAnharmonicOscillator.transition_shift
```

```
'CubicAnharmonicOscillator.cubic_second_order_shift' depends on axioms: [propext, Classical.choice, Quot.sound]
'CubicAnharmonicOscillator.projected_energy' depends on axioms: [propext, Classical.choice, Quot.sound]
'CubicAnharmonicOscillator.transition_shift' depends on axioms: [propext, Classical.choice, Quot.sound]
```
